# C2v has exactly four homomorphisms to the nonzero complex numbers, and any two distinct nontrivial ones multiply to the third

Q: Before anything can be proved about C2v, someone must decide what a symmetry operation is. You take a pair of signs. I think of rotations and reflections of a molecule. Where did the geometry go?

A: Into the reading of the pair: $(a,b)$ with $a,b=\pm1$ stands for $(x,y,z)\mapsto(ax,by,z)$. In Lean the signs are `ℤˣ`, the invertible integers, and pairs multiply component by component. The mirror $\sigma(xz)$ reverses $y$, so it is $(1,-1)$; $\sigma(yz)$ is $(-1,1)$; and the half turn $C_2$ is $(-1,-1)$. The function `opMatrix` writes each operation as a diagonal $3\times3$ matrix.

```lean
import Mathlib

namespace C2vCharacters

noncomputable section

/-- The point group C2v: the pair of signs `(a, b)` stands for the operation
`(x, y, z) ↦ (a x, b y, z)`. -/
abbrev C2v := ℤˣ × ℤˣ

/-- Reflection in the xz plane, which reverses y. -/
def sigmaXZ : C2v := (1, -1)

/-- Reflection in the yz plane, which reverses x. -/
def sigmaYZ : C2v := (-1, 1)

/-- Rotation by a half turn about the z axis, which reverses x and y. -/
def C2 : C2v := (-1, -1)

/-- The matrix of a symmetry operation acting on the coordinates x, y, z. -/
def opMatrix (g : C2v) : Matrix (Fin 3) (Fin 3) ℝ :=
  Matrix.diagonal ![((g.1 : ℤ) : ℝ), ((g.2 : ℤ) : ℝ), 1]
```

Q: And a character? In my tables it is the trace of a representation matrix.

A: In one dimension the trace is the single matrix entry, so a character is a map $\chi$ from the group to the nonzero complex numbers with $\chi(gh)=\chi(g)\chi(h)$. That is `Character`, where `ℂˣ` denotes the nonzero complex numbers. Products of characters are taken value by value, and `1` is the trivial character.

```lean
/-- A one-dimensional character: a homomorphism to the nonzero complex numbers. -/
abbrev Character := C2v →* ℂˣ
```

Q: You then define A1, A2, B1 and B2 yourself. Do you assume that they are homomorphisms?

A: No, they are built as such. Choose a sign $s$ for $\sigma(xz)$ and a sign $t$ for $\sigma(yz)$. The character $\chi_{s,t}(a,b)$ receives a factor $s$ if $b=-1$ and a factor $t$ if $a=-1$. Each factor is a homomorphism because $s^2=t^2=1$, and so is their product. In the code `axisSign` gives one factor, `mirrorSign` multiplies the two, and `ofMirrors` regards the result as complex.

```lean
/-- The signs 1 and -1 regarded as nonzero complex numbers. -/
def signs : ℤˣ →* ℂˣ := Units.map (Int.castRingHom ℂ : ℤ →* ℂ)

/-- The homomorphism of the signs that sends -1 to `s`. -/
def axisSign (s : ℤˣ) : ℤˣ →* ℤˣ := if s = -1 then MonoidHom.id ℤˣ else 1

lemma axisSign_neg_one (s : ℤˣ) : axisSign s (-1) = s := by
  have h : (1 : ℤˣ) ≠ -1 := by decide
  rcases Int.units_eq_one_or s with rfl | rfl <;> simp [axisSign, h]

/-- The sign of an operation when `sigmaXZ` counts as `s` and `sigmaYZ` as `t`. -/
def mirrorSign (s t : ℤˣ) : C2v →* ℤˣ :=
  (axisSign s).comp (MonoidHom.snd ℤˣ ℤˣ) * (axisSign t).comp (MonoidHom.fst ℤˣ ℤˣ)

/-- The complex character with prescribed signs `s` on `sigmaXZ` and `t` on `sigmaYZ`. -/
def ofMirrors (s t : ℤˣ) : Character := signs.comp (mirrorSign s t)
```

The labels are the four choices of $(s,t)$: A1 is $(1,1)$, A2 is $(-1,-1)$, B1 is $(1,-1)$ and B2 is $(-1,1)$. The names B1 and B2 depend on the axes: exchanging $x$ and $y$ exchanges them.

```lean
/-- A1 is even under both mirrors. -/
def A1 : Character := ofMirrors 1 1

/-- A2 is odd under both mirrors. -/
def A2 : Character := ofMirrors (-1) (-1)

/-- B1 is even under `sigmaXZ` and odd under `sigmaYZ`. -/
def B1 : Character := ofMirrors 1 (-1)

/-- B2 is odd under `sigmaXZ` and even under `sigmaYZ`. -/
def B2 : Character := ofMirrors (-1) 1
```

Q: I still want evidence that the pairs of signs are the spatial operations.

A: Diagonal matrices multiply entry by entry, so the matrix of $gh$ is the product of the matrices of $g$ and $h$. The first two diagonal entries return $a$ and $b$, so different operations have different matrices. `opMatrix_faithful` proves both statements; in the second half it reads off the entries $(0,0)$ and $(1,1)$, counted from zero.

```lean
/-- Composition of operations is multiplication of their matrices, and different
operations have different matrices. -/
theorem opMatrix_faithful :
    (∀ g h : C2v, opMatrix (g * h) = opMatrix g * opMatrix h) ∧
      Function.Injective opMatrix := by
  constructor
  · intro g h
    unfold opMatrix
    rw [Matrix.diagonal_mul_diagonal]
    refine congrArg Matrix.diagonal (funext fun i => ?_)
    fin_cases i <;> simp
  · intro g h e
    have h0 := congrFun (congrFun e 0) 0
    have h1 := congrFun (congrFun e 1) 1
    exact Prod.ext (Units.ext (by simpa [opMatrix] using h0))
      (Units.ext (by simpa [opMatrix] using h1))
```

Q: Why should a complex-valued character be restricted to signs? A phase $i$ would be a perfectly good complex number.

A: Every operation undoes itself, so $\chi(g)^2=\chi(g^2)=\chi(1)=1$. Hence $(\chi(g)-1)(\chi(g)+1)=0$, and $\chi(g)=\pm1$. `value_eq_sign` follows this argument, with `mul_self_eq_one_iff` as the factorisation step.

The two mirrors then fix everything. The group consists of $1$, $\sigma(xz)$, $\sigma(yz)$ and $\sigma(xz)\sigma(yz)=C_2$, and the value on $C_2$ is the product of the mirror values. `mirrors_generate` lists the operations, and `eq_of_mirrors` compares two characters on each.

```lean
/-- Every operation is the identity, one of the two mirrors, or their product. -/
theorem mirrors_generate : ∀ g : C2v,
    g = 1 ∨ g = sigmaXZ ∨ g = sigmaYZ ∨ g = sigmaXZ * sigmaYZ := by
  rintro ⟨a, b⟩
  rcases Int.units_eq_one_or a with rfl | rfl <;>
    rcases Int.units_eq_one_or b with rfl | rfl <;> simp [sigmaXZ, sigmaYZ]

/-- Every character of C2v takes only the values 1 and -1. -/
theorem value_eq_sign (χ : Character) (g : C2v) : χ g = 1 ∨ χ g = -1 := by
  -- each operation undoes itself, so the value squares to one
  have hg : ∀ k : C2v, k * k = 1 := fun k =>
    Prod.ext (Int.units_mul_self k.1) (Int.units_mul_self k.2)
  have h : χ g * χ g = 1 := by rw [← map_mul, hg, map_one]
  have h' : (χ g : ℂ) * (χ g : ℂ) = 1 := by
    rw [← Units.val_mul, h, Units.val_one]
  rcases mul_self_eq_one_iff.mp h' with e | e
  · exact Or.inl (Units.ext (by rw [e, Units.val_one]))
  · exact Or.inr (Units.ext (by rw [e, Units.val_neg, Units.val_one]))

/-- Two characters that agree on the two mirrors are equal. -/
theorem eq_of_mirrors (χ ψ : Character) (hx : χ sigmaXZ = ψ sigmaXZ)
    (hy : χ sigmaYZ = ψ sigmaYZ) : χ = ψ := by
  apply MonoidHom.ext
  intro g
  rcases mirrors_generate g with h | h | h | h
  · rw [h, map_one, map_one]
  · rw [h, hx]
  · rw [h, hy]
  · rw [h, map_mul, map_mul, hx, hy]
```

Q: So there are at most four. Do all four occur?

A: Yes. The next lemmas confirm that `ofMirrors s t` really takes the values $s$ and $t$ on the mirrors, and `character_table` evaluates the four labels on $E, C_2, \sigma(xz), \sigma(yz)$.

```lean
lemma signs_val (a : ℤˣ) : (signs a : ℂ) = ((a : ℤ) : ℂ) := by
  simp [signs]

lemma signs_neg_one : signs (-1) = -1 := by
  apply Units.ext
  rw [signs_val]
  simp

lemma ofMirrors_xz (s t : ℤˣ) : ofMirrors s t sigmaXZ = signs s := by
  have h : mirrorSign s t sigmaXZ = s := by
    show axisSign s (-1) * axisSign t 1 = s
    rw [axisSign_neg_one, map_one, mul_one]
  rw [ofMirrors, MonoidHom.comp_apply, h]

lemma ofMirrors_yz (s t : ℤˣ) : ofMirrors s t sigmaYZ = signs t := by
  have h : mirrorSign s t sigmaYZ = t := by
    show axisSign s 1 * axisSign t (-1) = t
    rw [axisSign_neg_one, map_one, one_mul]
  rw [ofMirrors, MonoidHom.comp_apply, h]

/-- The character table of C2v, with columns E, C2, σ(xz), σ(yz). -/
theorem character_table :
    let row := fun χ : Character => [χ 1, χ C2, χ sigmaXZ, χ sigmaYZ]
    row A1 = [1, 1, 1, 1] ∧ row A2 = [1, 1, -1, -1] ∧
      row B1 = [1, -1, 1, -1] ∧ row B2 = [1, -1, -1, 1] := by
  have hC : C2 = sigmaXZ * sigmaYZ := by simp [C2, sigmaXZ, sigmaYZ]
  simp [hC, A1, A2, B1, B2, ofMirrors_xz, ofMirrors_yz, signs_neg_one]
```

For an arbitrary $\chi$, `classification` splits into the four possible pairs of mirror values and matches each with a label. `card_characters` turns this into a count: the map $(s,t)\mapsto\chi_{s,t}$ is injective, since the mirror values return $s$ and $t$, and surjective by the classification. There are four pairs, hence four characters.

```lean
/-- Every character of C2v is one of A1, A2, B1, B2. -/
theorem classification (χ : Character) : χ = A1 ∨ χ = A2 ∨ χ = B1 ∨ χ = B2 := by
  rcases value_eq_sign χ sigmaXZ with hx | hx <;>
    rcases value_eq_sign χ sigmaYZ with hy | hy
  · exact Or.inl (eq_of_mirrors _ _ (by simp [hx, A1, ofMirrors_xz])
      (by simp [hy, A1, ofMirrors_yz]))
  · exact Or.inr (Or.inr (Or.inl (eq_of_mirrors _ _ (by simp [hx, B1, ofMirrors_xz])
      (by simp [hy, B1, ofMirrors_yz, signs_neg_one]))))
  · exact Or.inr (Or.inr (Or.inr (eq_of_mirrors _ _
      (by simp [hx, B2, ofMirrors_xz, signs_neg_one]) (by simp [hy, B2, ofMirrors_yz]))))
  · exact Or.inr (Or.inl (eq_of_mirrors _ _
      (by simp [hx, A2, ofMirrors_xz, signs_neg_one])
      (by simp [hy, A2, ofMirrors_yz, signs_neg_one])))

/-- C2v has exactly four characters. -/
theorem card_characters : Nat.card Character = 4 := by
  have hs : Function.Injective signs := by
    intro a b h
    have h' := congrArg Units.val h
    rw [signs_val, signs_val] at h'
    exact Units.ext (Int.cast_injective h')
  -- characters correspond one to one to pairs of signs on the mirrors
  have hb : Function.Bijective (fun p : ℤˣ × ℤˣ => ofMirrors p.1 p.2) := by
    constructor
    · intro p q h
      have h' : ofMirrors p.1 p.2 = ofMirrors q.1 q.2 := h
      have hx := DFunLike.congr_fun h' sigmaXZ
      have hy := DFunLike.congr_fun h' sigmaYZ
      rw [ofMirrors_xz, ofMirrors_xz] at hx
      rw [ofMirrors_yz, ofMirrors_yz] at hy
      exact Prod.ext (hs hx) (hs hy)
    · intro χ
      rcases classification χ with h | h | h | h
      · exact ⟨(1, 1), h.symm⟩
      · exact ⟨(-1, -1), h.symm⟩
      · exact ⟨(1, -1), h.symm⟩
      · exact ⟨(-1, 1), h.symm⟩
  rw [← Nat.card_eq_of_bijective _ hb]
  simp only [Nat.card_eq_fintype_card, Fintype.card_prod, Fintype.card_units_int]
```

Q: Now the products. How do I get B1 × B2 = A2?

A: Multiply the mirror values: $(1,-1)\cdot(-1,1)=(-1,-1)$, which is A2. Likewise B1 × A2 is $(-1,1)$, which is B2, and B2 × A2 is $(1,-1)$, which is B1. `product_table` checks these on the mirrors.

The general theorem, `product_eq_third`, takes three nontrivial, pairwise distinct characters. They must be A2, B1 and B2 in some order, since A1 is the trivial one. The auxiliary lemma `third_of_products` runs through the assignments: either two characters coincide, which is excluded, or the claim is a line of the table, possibly with its factors exchanged.

```lean
lemma A1_eq_one : A1 = 1 :=
  eq_of_mirrors _ _ (by simp [A1, ofMirrors_xz]) (by simp [A1, ofMirrors_yz])

/-- The direct products B1 × B2 = A2, B1 × A2 = B2 and B2 × A2 = B1. -/
theorem product_table : B1 * B2 = A2 ∧ B1 * A2 = B2 ∧ B2 * A2 = B1 := by
  refine ⟨eq_of_mirrors _ _ ?_ ?_, eq_of_mirrors _ _ ?_ ?_, eq_of_mirrors _ _ ?_ ?_⟩ <;>
    simp [A2, B1, B2, ofMirrors_xz, ofMirrors_yz, signs_neg_one]

lemma third_of_products {M : Type*} [CommMonoid M] {a b c x y z : M}
    (p₁ : b * c = a) (p₂ : b * a = c) (p₃ : c * a = b)
    (hx : x = a ∨ x = b ∨ x = c) (hy : y = a ∨ y = b ∨ y = c)
    (hz : z = a ∨ z = b ∨ z = c) (h₁ : x ≠ y) (h₂ : y ≠ z) (h₃ : x ≠ z) :
    x * y = z := by
  rcases hx with rfl | rfl | rfl <;> rcases hy with rfl | rfl | rfl <;>
    rcases hz with rfl | rfl | rfl <;>
    first
    | exact (h₁ rfl).elim
    | exact (h₂ rfl).elim
    | exact (h₃ rfl).elim
    | assumption
    | (rw [mul_comm]; assumption)

/-- If three nontrivial characters of C2v are pairwise distinct, the product of two of
them is the third. -/
theorem product_eq_third (χ ψ φ : Character) (hχ : χ ≠ 1) (hψ : ψ ≠ 1) (hφ : φ ≠ 1)
    (h₁ : χ ≠ ψ) (h₂ : ψ ≠ φ) (h₃ : χ ≠ φ) : χ * ψ = φ := by
  obtain ⟨p₁, p₂, p₃⟩ := product_table
  -- a nontrivial character carries one of the labels A2, B1, B2
  have nt : ∀ ξ : Character, ξ ≠ 1 → ξ = A2 ∨ ξ = B1 ∨ ξ = B2 := fun ξ hξ =>
    (classification ξ).resolve_left (fun h => hξ (h.trans A1_eq_one))
  exact third_of_products p₁ p₂ p₃ (nt χ hχ) (nt ψ hψ) (nt φ hφ) h₁ h₂ h₃
```

Q: Are both conditions needed?

A: Yes. Without distinctness, take $\chi=\psi=$ B1 and $\varphi=$ A2: the product is A1, not A2. Without nontriviality, take A1, B1 and B2: A1 × B1 is B1, not B2.

Q: And what does this do for a matrix element?

A: It supplies the group-theoretical part of a selection rule, for functions that each transform by a one-dimensional character of C2v. Let $\chi$ be nontrivial, choose $k$ with $\chi(k)\neq1$, and put $S=\sum_g\chi(g)$. Replacing $g$ by $kg$ only reorders the sum, so $S=\chi(k)S$ and therefore $S=0$. That is `sum_eq_zero`; `triple_product_sum` applies it to $\chi\mu\psi$. For the trivial character the sum is 4.

```lean
/-- The values of a nontrivial character sum to zero over the group. -/
theorem sum_eq_zero (χ : Character) (h : χ ≠ 1) : ∑ g : C2v, (χ g : ℂ) = 0 := by
  obtain ⟨k, hk⟩ : ∃ k, χ k ≠ 1 := by
    by_contra hc
    exact h (MonoidHom.ext fun g => by_contra fun hg => hc ⟨g, hg⟩)
  -- relabelling the operations by k multiplies the sum by χ k
  have hS : ∑ g : C2v, (χ g : ℂ) = (χ k : ℂ) * ∑ g : C2v, (χ g : ℂ) := by
    rw [Finset.mul_sum]
    exact (Fintype.sum_equiv (Equiv.mulLeft k) _ _ (fun g => by
      simp only [Equiv.coe_mulLeft, map_mul, Units.val_mul])).symm
  have hk' : (χ k : ℂ) ≠ 1 := fun e => hk (Units.ext e)
  have hz : ((χ k : ℂ) - 1) * ∑ g : C2v, (χ g : ℂ) = 0 := by
    linear_combination -hS
  exact (mul_eq_zero.mp hz).resolve_left (sub_ne_zero.mpr hk')

/-- If the product of three characters is not the trivial character, the product of
their values sums to zero over the group. -/
theorem triple_product_sum (χ μ ψ : Character) (h : χ * μ * ψ ≠ 1) :
    ∑ g : C2v, (χ g : ℂ) * (μ g : ℂ) * (ψ g : ℂ) = 0 := by
  have hs := sum_eq_zero (χ * μ * ψ) h
  simpa only [MonoidHom.mul_apply, Units.val_mul] using hs

end

end C2vCharacters
```

```lean
#print axioms C2vCharacters.character_table
-- 'C2vCharacters.character_table' depends on axioms: [propext, Classical.choice, Quot.sound]
#print axioms C2vCharacters.card_characters
-- 'C2vCharacters.card_characters' depends on axioms: [propext, Classical.choice, Quot.sound]
#print axioms C2vCharacters.product_eq_third
-- 'C2vCharacters.product_eq_third' depends on axioms: [propext, Classical.choice, Quot.sound]
#print axioms C2vCharacters.triple_product_sum
-- 'C2vCharacters.triple_product_sum' depends on axioms: [propext, Classical.choice, Quot.sound]
```

Q: That is a sum over four operations. My integral runs over space.

A: The link is a change of variables, which you must supply yourself: if the integrand is multiplied by $\chi\mu\psi(g)$ under each $g$, its integral $I$ satisfies $4I=I\sum_g\chi\mu\psi(g)$, so $I=0$ when the product is not A1. For example, $x$ transforms as B1, so its matrix element between an A1 and a B2 orbital vanishes, because A1 × B1 × B2 = A2.

In code, each label can be stored as two bits, one for each mirror, set when the function is odd: A1 = 00, B1 = 01, B2 = 10, A2 = 11. The direct product is then a bitwise XOR, and an integral can be skipped when the result is not 00.

Q: What should I not read into it?

A: The theorems concern one-dimensional characters only; they do not address whether C2v has irreducible representations of higher dimension. Nor do they cover half-integer spin, where a half turn applied twice gives $-1$, so the premise that every operation undoes itself fails.
